# For Hermitian matrices, the Golden-Thompson gap divided by t⁴ tends to ‖AB − BA‖²/24 as t → 0

In a finite matrix model with H = T + V, I replace exp(−βH) by exp(−βT) exp(−βV), as in a path integral with one bead. At small β the partition function comes out too large by about β⁴‖TV − VT‖²/24. But the two operators already differ at order β². Where do the second and third orders go, and why is the error positive?

## Cyclicity removes the lower orders

The trace removes them, and the surviving coefficient is a squared norm. For Hermitian complex matrices A and B, as real t ≠ 0 tends to 0,

[Tr(exp(tA) exp(tB)) − Tr exp(t(A+B))] / t⁴ → ‖AB − BA‖²/24,

where ‖M‖² = Σᵢⱼ |Mᵢⱼ|² is the squared Frobenius norm. Your case is A = T, B = V, t = −β.

Expand each exponential as 1 + tX + t²X²/2 + t³X³/6 + t⁴X⁴/24 + O(t⁵). Orders 0 and 1 agree at once. Since Tr(XY) = Tr(YX),

Tr(A+B)² = Tr A² + 2 Tr AB + Tr B²

Tr(A+B)³ = Tr A³ + 3 Tr A²B + 3 Tr AB² + Tr B³.

Divided by 2 and 6, these are the coefficients of the split product, so orders 2 and 3 cancel. At order 4 the split product gives

Tr A⁴/24 + Tr A³B/6 + Tr A²B²/4 + Tr AB³/6 + Tr B⁴/24,

while the exact exponential gives 1/24 times

Tr(A+B)⁴ = Tr A⁴ + 4 Tr A³B + 4 Tr A²B² + 2 Tr ABAB + 4 Tr AB³ + Tr B⁴.

The difference is (Tr A²B² − Tr ABAB)/12. With C = AB − BA,

Tr C² = 2 Tr ABAB − 2 Tr A²B²,

so the difference equals −Tr C²/24. This holds for any complex matrices. If A and B are Hermitian, then C† = −C, hence −Tr C² = Tr C†C = ‖C‖² ≥ 0. That is the sign you see.

## The Pauli matrices σx and σz

Here C has rows (0, −2) and (2, 0), so ‖C‖² = 8 and the limit is 1/3. The traces have closed forms:

gap = 2 cosh²t − 2 cosh(√2 t) = t⁴/3 + t⁶/15 + …

At t = 1/2 the gap is about 0.0219, and dividing by t⁴ gives about 0.350.

## What the Lean theorems say

The main theorem is `hermitian_gap_tendsto`. The index type `n` is finite, `gap A B t` is the difference of traces (not an energy gap), and `frobSq` is ‖·‖². The filter `𝓝[≠] 0` lets t approach 0 from both sides without reaching it, so t = −β is included. The gap is complex-valued, so the real limit is cast to ℂ.

`strict_of_not_commute` adds that, for non-commuting Hermitian A and B, the split trace is strictly larger at all sufficiently small nonzero t. The restriction to small t comes from the method: for such A and B the inequality is in fact strict at every real t ≠ 0. The Golden-Thompson inequality itself, with ≤ in place of <, holds for all Hermitian A and B at every real t. Neither of these two facts is proved here.

For non-commuting T and V in a finite matrix model, the result gives the leading high-temperature error of the one-bead partition function. It does not carry over in general to a real particle, as in ring-polymer simulation, whose T and V are operators on an infinite-dimensional space. For a harmonic oscillator of frequency ω, the one-bead value 1/(βħω) exceeds the exact 1/(2 sinh(βħω/2)) by about βħω/24 at small β, which is first order in β and not fourth.

Defining `gap` as a real part would make the limit real and remove the cast, but the formula for arbitrary complex matrices would then lose its imaginary part.

```lean
import Mathlib

open Matrix Filter Topology

namespace GoldenThompsonGap

noncomputable section

/-- The Taylor polynomial of `exp (tX)` through fourth order in `t`. -/
def taylor4 {R : Type*} [Ring R] [Algebra ℝ R] (X : R) (t : ℝ) : R :=
  1 + t • X + (t ^ 2 / 2) • X ^ 2 + (t ^ 3 / 6) • X ^ 3 + (t ^ 4 / 24) • X ^ 4

/-- In a real Banach algebra, the error of the fourth-order Taylor polynomial of `exp (tX)`,
divided by `t ^ 4`, vanishes as `t` tends to zero through nonzero values. -/
theorem exp_sub_taylor4_tendsto {R : Type*} [NormedRing R] [NormedAlgebra ℝ R]
    [CompleteSpace R] (X : R) :
    Tendsto (fun t : ℝ => (t ^ 4)⁻¹ • (NormedSpace.exp (t • X) - taylor4 X t))
      (𝓝[≠] 0) (𝓝 0) := by
  have h := (NormedSpace.exp_hasFPowerSeriesAt_zero (𝕂 := ℝ)
    (𝔸 := R)).isBigO_sub_partialSum_pow 5
  have hX : Tendsto (fun t : ℝ => t • X) (𝓝[≠] 0) (𝓝 0) := by
    have hc : Continuous (fun t : ℝ => t • X) := by fun_prop
    simpa only [zero_smul] using (hc.tendsto 0).mono_left nhdsWithin_le_nhds
  obtain ⟨C, hC⟩ := (h.comp_tendsto hX).bound
  have hlim : Tendsto (fun t : ℝ => C * ‖X‖ ^ 5 * |t|) (𝓝[≠] 0) (𝓝 0) := by
    have hc : Continuous (fun t : ℝ => C * ‖X‖ ^ 5 * |t|) := by fun_prop
    simpa only [abs_zero, mul_zero] using (hc.tendsto 0).mono_left nhdsWithin_le_nhds
  refine squeeze_zero_norm' ?_ hlim
  filter_upwards [hC, self_mem_nhdsWithin] with t ht h0
  have h0 : t ≠ 0 := h0
  have hp : (NormedSpace.expSeries ℝ R).partialSum 5 (t • X) = taylor4 X t := by
    simp only [FormalMultilinearSeries.partialSum, Finset.sum_range_succ,
      Finset.sum_range_zero, NormedSpace.expSeries_apply_eq, taylor4, smul_pow, smul_smul,
      Nat.factorial, pow_zero, pow_one]
    push_cast
    module
  simp only [Function.comp_apply, zero_add, hp] at ht
  rw [norm_smul]
  refine (mul_le_mul_of_nonneg_left ht (norm_nonneg _)).trans (le_of_eq ?_)
  simp only [norm_pow, norm_smul, norm_inv, Real.norm_eq_abs, abs_mul, abs_abs, abs_norm]
  have h1 : (|t| ^ 4)⁻¹ * |t| ^ 4 = 1 :=
    inv_mul_cancel₀ (pow_ne_zero 4 (abs_ne_zero.mpr h0))
  linear_combination (C * ‖X‖ ^ 5 * |t|) * h1

variable {n : Type*} [Fintype n] [DecidableEq n]

/-- The Golden-Thompson gap `Tr (exp (tA) exp (tB)) - Tr exp (t(A + B))`. -/
def gap (A B : Matrix n n ℂ) (t : ℝ) : ℂ :=
  trace (NormedSpace.exp (t • A) * NormedSpace.exp (t • B))
    - trace (NormedSpace.exp (t • (A + B)))

/-- The squared Frobenius norm, the sum of the squared moduli of all entries. -/
def frobSq (M : Matrix n n ℂ) : ℝ := ∑ i, ∑ j, ‖M i j‖ ^ 2

/-- The Taylor error of the matrix exponential `exp (tX)` divided by `t ^ 4`, for `t ≠ 0`. -/
def expRem (X : Matrix n n ℂ) (t : ℝ) : Matrix n n ℂ :=
  (t ^ 4)⁻¹ • (NormedSpace.exp (t • X) - taylor4 X t)

/-- For complex matrices the scaled Taylor error of `exp (tX)` vanishes as `t` tends to zero
through nonzero values. -/
theorem expRem_tendsto (X : Matrix n n ℂ) : Tendsto (expRem X) (𝓝[≠] 0) (𝓝 0) := by
  let : NormedRing (Matrix n n ℂ) := Matrix.linftyOpNormedRing
  let : NormedAlgebra ℝ (Matrix n n ℂ) := Matrix.linftyOpNormedAlgebra
  exact exp_sub_taylor4_tendsto X

/-- The trace of `(A + B) ^ 4` sorted into cyclically distinct words. -/
theorem trace_add_pow_four (A B : Matrix n n ℂ) :
    trace ((A + B) ^ 4) = trace (A ^ 4) + 4 * trace (A ^ 3 * B) + 4 * trace (A ^ 2 * B ^ 2)
      + 2 * trace (A * B * A * B) + 4 * trace (A * B ^ 3) + trace (B ^ 4) := by
  have a1 := trace_mul_comm B (A * A * A)
  have a2 := trace_mul_comm (A * B) (A * A)
  have a3 := trace_mul_comm (A * A * B) A
  have b1 := trace_mul_comm (A * B * B) A
  have b2 := trace_mul_comm (B * B) (A * A)
  have b3 := trace_mul_comm B (A * A * B)
  have b4 := trace_mul_comm B (A * B * A)
  have c1 := trace_mul_comm B (A * B * B)
  have c2 := trace_mul_comm (B * B) (A * B)
  have c3 := trace_mul_comm (B * B * B) A
  simp only [mul_assoc] at a1 a2 a3 b1 b2 b3 b4 c1 c2 c3
  simp only [pow_succ, pow_zero, one_mul, add_mul, mul_add, trace_add, mul_assoc]
  linear_combination a1 + a2 + a3 + b1 + b2 + b3 + b4 + c1 + c2 + c3

/-- The traces of the Taylor polynomials agree through third order; the fourth-order difference
is `-Tr ((AB - BA)²) / 24`, and the rest is `t ^ 5` times a continuous function. -/
theorem trace_taylor4_gap (A B : Matrix n n ℂ) :
    ∃ q : ℝ → ℂ, Continuous q ∧ ∀ t : ℝ,
      trace (taylor4 A t * taylor4 B t) - trace (taylor4 (A + B) t)
        = (t : ℂ) ^ 4 * (-(1 / 24) * trace ((A * B - B * A) * (A * B - B * A)))
          + (t : ℂ) ^ 5 * q t := by
  refine ⟨fun t => (trace (A ^ 4 * B) / 24 + trace (A ^ 3 * B ^ 2) / 12
      + trace (A ^ 2 * B ^ 3) / 12 + trace (A * B ^ 4) / 24)
    + (t : ℂ) * (trace (A ^ 4 * B ^ 2) / 48 + trace (A ^ 3 * B ^ 3) / 36
      + trace (A ^ 2 * B ^ 4) / 48)
    + (t : ℂ) ^ 2 * (trace (A ^ 4 * B ^ 3) / 144 + trace (A ^ 3 * B ^ 4) / 144)
    + (t : ℂ) ^ 3 * (trace (A ^ 4 * B ^ 4) / 576), by fun_prop, fun t => ?_⟩
  have h2 : trace ((A + B) ^ 2) = trace (A ^ 2) + 2 * trace (A * B) + trace (B ^ 2) := by
    simp only [pow_succ, pow_zero, one_mul, add_mul, mul_add, trace_add]
    linear_combination trace_mul_comm B A
  have h3 : trace ((A + B) ^ 3) = trace (A ^ 3) + 3 * trace (A ^ 2 * B)
      + 3 * trace (A * B ^ 2) + trace (B ^ 3) := by
    have a1 := trace_mul_comm (A * B) A
    have a2 := trace_mul_comm B (A * A)
    have b1 := trace_mul_comm B (A * B)
    have b2 := trace_mul_comm (B * B) A
    simp only [mul_assoc] at a1 a2 b1 b2
    simp only [pow_succ, pow_zero, one_mul, add_mul, mul_add, trace_add, mul_assoc]
    linear_combination a1 + a2 + b1 + b2
  have hc : trace ((A * B - B * A) * (A * B - B * A))
      = 2 * trace (A * B * A * B) - 2 * trace (A ^ 2 * B ^ 2) := by
    have b1 := trace_mul_comm (A * B * B) A
    have b3 := trace_mul_comm B (A * A * B)
    have b4 := trace_mul_comm B (A * B * A)
    simp only [mul_assoc] at b1 b3 b4
    simp only [pow_succ, pow_zero, one_mul, sub_mul, mul_sub, trace_sub, mul_assoc]
    linear_combination b4 - b1 - b3
  simp only [taylor4, add_mul, mul_add, smul_mul_assoc, mul_smul_comm, one_mul, mul_one,
    smul_add, trace_add, trace_smul, Complex.real_smul]
  push_cast
  linear_combination (-(t : ℂ) ^ 2 / 2) * h2 - ((t : ℂ) ^ 3 / 6) * h3
    - ((t : ℂ) ^ 4 / 24) * trace_add_pow_four A B + ((t : ℂ) ^ 4 / 24) * hc

/-- For arbitrary complex matrices the gap divided by `t ^ 4` tends to
`-Tr ((AB - BA)²) / 24` as `t` tends to zero through nonzero values. -/
theorem gap_tendsto (A B : Matrix n n ℂ) :
    Tendsto (fun t : ℝ => gap A B t / (t : ℂ) ^ 4) (𝓝[≠] 0)
      (𝓝 (-(1 / 24) * trace ((A * B - B * A) * (A * B - B * A)))) := by
  obtain ⟨q, hq, hpoly⟩ := trace_taylor4_gap A B
  have hP (X : Matrix n n ℂ) : Tendsto (fun t : ℝ => taylor4 X t) (𝓝[≠] 0) (𝓝 1) := by
    have hc : Continuous (fun t : ℝ => taylor4 X t) := by
      unfold taylor4
      fun_prop
    have h0 : taylor4 X 0 = 1 := by simp [taylor4]
    rw [← h0]
    exact (hc.tendsto 0).mono_left nhdsWithin_le_nhds
  have ht4 : Tendsto (fun t : ℝ => t ^ 4) (𝓝[≠] 0) (𝓝 0) := by
    have hc : Continuous (fun t : ℝ => t ^ 4) := by fun_prop
    simpa using (hc.tendsto 0).mono_left nhdsWithin_le_nhds
  -- everything that the Taylor errors contribute vanishes in the limit
  have hM : Tendsto (fun t : ℝ => expRem A t * taylor4 B t + taylor4 A t * expRem B t
      + t ^ 4 • (expRem A t * expRem B t) - expRem (A + B) t) (𝓝[≠] 0) (𝓝 0) := by
    have h := ((((expRem_tendsto A).mul (hP B)).add ((hP A).mul (expRem_tendsto B))).add
      (ht4.smul ((expRem_tendsto A).mul (expRem_tendsto B)))).sub (expRem_tendsto (A + B))
    simpa only [zero_mul, mul_zero, add_zero, smul_zero, sub_zero] using h
  have hcont : Continuous (fun M : Matrix n n ℂ => trace M) := continuous_id.matrix_trace
  have hT := (hcont.tendsto 0).comp hM
  have hQ : Tendsto (fun t : ℝ => (t : ℂ) * q t) (𝓝[≠] 0) (𝓝 0) := by
    have hc : Continuous (fun t : ℝ => (t : ℂ) * q t) := by fun_prop
    simpa using (hc.tendsto 0).mono_left nhdsWithin_le_nhds
  have hlim := (hQ.const_add
    (-(1 / 24) * trace ((A * B - B * A) * (A * B - B * A)))).add hT
  simp only [trace_zero, add_zero] at hlim
  refine hlim.congr' ?_
  filter_upwards [self_mem_nhdsWithin] with t ht
  have ht : t ≠ 0 := ht
  have e (X : Matrix n n ℂ) :
      NormedSpace.exp (t • X) = taylor4 X t + t ^ 4 • expRem X t := by
    rw [expRem, smul_smul, mul_inv_cancel₀ (pow_ne_zero 4 ht), one_smul]
    abel
  rw [eq_div_iff (pow_ne_zero 4 (Complex.ofReal_ne_zero.mpr ht))]
  unfold gap
  rw [e A, e B, e (A + B)]
  simp only [Function.comp_apply, add_mul, mul_add, smul_mul_assoc, mul_smul_comm, smul_add,
    trace_add, trace_sub, trace_smul, Complex.real_smul]
  push_cast
  linear_combination -hpoly t

/-- For Hermitian `A` and `B` the Golden-Thompson gap divided by `t ^ 4` tends to one
twenty-fourth of the squared Frobenius norm of `AB - BA` as real nonzero `t` tends to zero. -/
theorem hermitian_gap_tendsto {A B : Matrix n n ℂ} (hA : A.IsHermitian) (hB : B.IsHermitian) :
    Tendsto (fun t : ℝ => gap A B t / (t : ℂ) ^ 4) (𝓝[≠] 0)
      (𝓝 ((frobSq (A * B - B * A) / 24 : ℝ) : ℂ)) := by
  -- the commutator of Hermitian matrices is anti-Hermitian
  have hC : (A * B - B * A)ᴴ = -(A * B - B * A) := by
    rw [conjTranspose_sub, conjTranspose_mul, conjTranspose_mul, hA.eq, hB.eq, neg_sub]
  have hsq : trace ((A * B - B * A) * (A * B - B * A))
      = -((frobSq (A * B - B * A) : ℝ) : ℂ) := by
    generalize A * B - B * A = C at hC
    have hij (i j : n) : C j i = -star (C i j) := by
      have h := congrFun (congrFun hC j) i
      rw [conjTranspose_apply, neg_apply] at h
      rw [h, neg_neg]
    simp only [trace, diag_apply, mul_apply, frobSq]
    push_cast
    rw [← Finset.sum_neg_distrib]
    refine Finset.sum_congr rfl fun i _ => ?_
    rw [← Finset.sum_neg_distrib]
    refine Finset.sum_congr rfl fun j _ => ?_
    rw [hij i j, mul_neg, Complex.star_def, Complex.mul_conj, Complex.normSq_eq_norm_sq]
    push_cast
    rfl
  have h := gap_tendsto A B
  rw [hsq] at h
  convert h using 2
  push_cast
  ring

/-- If Hermitian `A` and `B` do not commute, the Golden-Thompson inequality between the real
parts of the traces is strict for all sufficiently small nonzero `t`. -/
theorem strict_of_not_commute {A B : Matrix n n ℂ} (hA : A.IsHermitian) (hB : B.IsHermitian)
    (hAB : A * B ≠ B * A) :
    ∀ᶠ t : ℝ in 𝓝[≠] 0, (trace (NormedSpace.exp (t • (A + B)))).re
      < (trace (NormedSpace.exp (t • A) * NormedSpace.exp (t • B))).re := by
  have hpos : 0 < frobSq (A * B - B * A) := by
    obtain ⟨i, j, hij⟩ : ∃ i j, (A * B - B * A) i j ≠ 0 := by
      by_contra hcon
      push Not at hcon
      exact hAB (sub_eq_zero.mp (Matrix.ext hcon))
    refine Finset.sum_pos' (fun i _ => Finset.sum_nonneg fun j _ => sq_nonneg _)
      ⟨i, Finset.mem_univ i, Finset.sum_pos' (fun j _ => sq_nonneg _)
        ⟨j, Finset.mem_univ j, pow_pos (norm_pos_iff.mpr hij) 2⟩⟩
  have h := (Complex.continuous_re.tendsto _).comp (hermitian_gap_tendsto hA hB)
  rw [Complex.ofReal_re] at h
  filter_upwards [h.eventually (lt_mem_nhds (div_pos hpos (by norm_num))),
    self_mem_nhdsWithin] with t ht h0
  have h0 : t ≠ 0 := h0
  have h4 : 0 < t ^ 4 := by positivity
  rw [Function.comp_apply, ← Complex.ofReal_pow, Complex.div_ofReal_re] at ht
  have hg := (div_pos_iff_of_pos_right h4).mp ht
  rw [gap, Complex.sub_re] at hg
  linarith

/-- For the Pauli matrices `σx` and `σz` the gap divided by `t ^ 4` tends to `1/3` as `t` tends
to zero through nonzero values. -/
theorem pauli_gap_tendsto :
    Tendsto (fun t : ℝ => gap !![0, 1; 1, 0] !![1, 0; 0, -1] t / (t : ℂ) ^ 4)
      (𝓝[≠] 0) (𝓝 (1 / 3)) := by
  have hx : (!![0, 1; 1, 0] : Matrix (Fin 2) (Fin 2) ℂ).IsHermitian :=
    Matrix.IsHermitian.ext fun i j => by fin_cases i <;> fin_cases j <;> simp
  have hz : (!![1, 0; 0, -1] : Matrix (Fin 2) (Fin 2) ℂ).IsHermitian :=
    Matrix.IsHermitian.ext fun i j => by fin_cases i <;> fin_cases j <;> simp
  have hf : frobSq ((!![0, 1; 1, 0] : Matrix (Fin 2) (Fin 2) ℂ) * !![1, 0; 0, -1]
      - !![1, 0; 0, -1] * !![0, 1; 1, 0]) = 8 := by
    have hm : (!![0, 1; 1, 0] : Matrix (Fin 2) (Fin 2) ℂ) * !![1, 0; 0, -1]
        - !![1, 0; 0, -1] * !![0, 1; 1, 0] = !![0, -2; 2, 0] := by
      ext i j
      fin_cases i <;> fin_cases j <;> norm_num [Matrix.mul_apply, Fin.sum_univ_succ]
    rw [hm]
    norm_num [frobSq, Fin.sum_univ_succ]
  have h := hermitian_gap_tendsto hx hz
  rw [hf] at h
  convert h using 2
  norm_num

end

end GoldenThompsonGap
```

```lean
#print axioms GoldenThompsonGap.hermitian_gap_tendsto
#print axioms GoldenThompsonGap.strict_of_not_commute
#print axioms GoldenThompsonGap.pauli_gap_tendsto
```

```
'GoldenThompsonGap.hermitian_gap_tendsto' depends on axioms: [propext, Classical.choice, Quot.sound]
'GoldenThompsonGap.strict_of_not_commute' depends on axioms: [propext, Classical.choice, Quot.sound]
'GoldenThompsonGap.pauli_gap_tendsto' depends on axioms: [propext, Classical.choice, Quot.sound]
```

## From the Taylor bound to the limit

`exp_sub_taylor4_tendsto` makes the O(t⁵) precise: Mathlib's power series bounds the remainder by a constant times ‖tX‖⁵, and after division by t⁴ a squeeze sends it to 0. `expRem_tendsto` applies this to matrices, with a norm chosen only inside the proof.

`trace_add_pow_four` is the fourth-order word count. Each `trace_mul_comm` is one cyclic move, and `linear_combination` adds them up. `trace_taylor4_gap` does the same at orders 2 and 3, then collects everything above order 4 into t⁵ times an explicit polynomial `q`.

`gap_tendsto` writes each exponential as `taylor4` plus t⁴ times `expRem`. After division by t⁴, every term containing a remainder tends to 0, which leaves −Tr C²/24. `hermitian_gap_tendsto` turns this into the norm entry by entry, using Cⱼᵢ = −C̄ᵢⱼ.

For strictness, a nonzero commutator has a nonzero entry, so the limit is positive. The real part of the ratio is then eventually positive, and multiplying by t⁴ > 0 gives the inequality. `pauli_gap_tendsto` inserts the value 8 computed above.
